# Two levels with a purely antisymmetric real coupling s have real energies exactly when |a − b| ≥ 2|s|

When the real coupling coefficients of a separable pseudopotential are not exactly symmetric, the Hamiltonian is in general no longer Hermitian and its energies may become complex, so an energy level is taken here to be any complex number $z$ for which $Hv = zv$ has a nonzero solution $v$. Reality is then a property to be decided, not one built into the definition.

The nonlocal part of such a pseudopotential is a sum of projector products $|\beta_i\rangle D_{ij}\langle\beta_j|$. With real coefficients and linearly independent projectors, Hermiticity requires $D_{ij} = D_{ji}$. This symmetry can fail when the norm-conservation conditions between reference states are violated, or through numerical error in constructing the coefficients. The question is how much asymmetry two levels tolerate before their energies leave the real axis.

```lean
import Mathlib

open Matrix

namespace AsymmetricSeparableCoupling

noncomputable section
```

## Two levels with an asymmetric coupling

Let $a$ and $b$ be the energies of two orthonormal states before they are coupled. Any two real off-diagonal elements can be written as $t+s$ and $t-s$, where $t$ is the intended symmetric coupling and $s$ the antisymmetric error:

$$H = \begin{pmatrix} a & t+s \\ t-s & b \end{pmatrix}.$$

The parameters are real, but the matrix is stored with complex entries so that it can act on complex states. The name `hamiltonian` is kept although $H$ is Hermitian only for $s=0$. The step left to the physicist is the reduction of the full Hamiltonian, with its projectors and all other states, to this $2\times2$ matrix.

```lean
/-- The Hamiltonian of two levels `a` and `b` whose projector coupling has a symmetric part `t`
and an antisymmetric error `s`. -/
def hamiltonian (a b t s : ℝ) : Matrix (Fin 2) (Fin 2) ℂ :=
  !![(a : ℂ), (t : ℂ) + s; (t : ℂ) - s, (b : ℂ)]
```

The state $v$ has components $v_0$ and $v_1$, numbered from zero as in Lean. `IsLevel H z` says that $z$ is an eigenvalue of $H$ with a nonzero right eigenvector.

```lean
/-- The complex number `z` is an energy level of `H` if some nonzero state `v` satisfies
`H v = z v`. -/
def IsLevel (H : Matrix (Fin 2) (Fin 2) ℂ) (z : ℂ) : Prop :=
  ∃ v : Fin 2 → ℂ, v ≠ 0 ∧ H *ᵥ v = z • v
```

The spectrum is called real if every level has zero imaginary part. The condition is never empty, because the secular equation below is quadratic and has a complex root.

```lean
/-- Every energy level of `H` is real. -/
def HasRealSpectrum (H : Matrix (Fin 2) (Fin 2) ℂ) : Prop :=
  ∀ z : ℂ, IsLevel H z → z.im = 0
```

For large errors the imaginary parts will turn out to be $\pm\gamma$, with

$$\gamma = \tfrac12\sqrt{4s^2 - 4t^2 - (a-b)^2}.$$

In Lean $\gamma$ is called `width`. In resonance physics the width usually means $\Gamma = 2\gamma$. The definition is used only where the radicand is positive.

```lean
/-- The size of the imaginary part of the levels beyond the threshold, that is for
`(a - b)² + 4 t² < 4 s²`. -/
def width (a b t s : ℝ) : ℝ :=
  √(4 * s ^ 2 - 4 * t ^ 2 - (a - b) ^ 2) / 2
```

## The secular equation

Written in components, $Hv = zv$ reads

$$(a-z)v_0 + (t+s)v_1 = 0, \qquad (t-s)v_0 + (b-z)v_1 = 0.$$

This homogeneous system has a nonzero solution exactly when its determinant vanishes:

$$(a-z)(b-z) - (t+s)(t-s) = 0, \quad\text{that is}\quad (z-a)(z-b) = t^2 - s^2.$$

In the proof, `key` is the determinant criterion from Mathlib, and `hv` shows that the eigenvalue equation is the same as the homogeneous system. The `linear_combination` steps do the rearrangement.

```lean
/-- Secular equation: `z` is a level exactly when `(z - a)(z - b) = t² - s²`. -/
theorem isLevel_iff (a b t s : ℝ) (z : ℂ) :
    IsLevel (hamiltonian a b t s) z ↔
      (z - a) * (z - b) = (t : ℂ) ^ 2 - (s : ℂ) ^ 2 := by
  -- a nonzero solution exists exactly when the secular determinant vanishes
  have key := Matrix.exists_mulVec_eq_zero_iff
    (M := !![(a : ℂ) - z, (t : ℂ) + s; (t : ℂ) - s, (b : ℂ) - z])
  rw [Matrix.det_fin_two_of] at key
  have hv : ∀ v : Fin 2 → ℂ, hamiltonian a b t s *ᵥ v = z • v ↔
      !![(a : ℂ) - z, (t : ℂ) + s; (t : ℂ) - s, (b : ℂ) - z] *ᵥ v = 0 := by
    intro v
    simp only [hamiltonian, funext_iff, Fin.forall_fin_two, Matrix.mulVec, dotProduct,
      Fin.sum_univ_two, Matrix.of_apply, Matrix.cons_val_zero, Matrix.cons_val_one,
      Pi.smul_apply, Pi.zero_apply, smul_eq_mul]
    constructor
    · rintro ⟨h0, h1⟩
      exact ⟨by linear_combination h0, by linear_combination h1⟩
    · rintro ⟨h0, h1⟩
      exact ⟨by linear_combination h0, by linear_combination h1⟩
  unfold IsLevel
  simp only [hv]
  constructor
  · rintro ⟨v, hne, h⟩
    have hdet := key.mp ⟨v, hne, h⟩
    linear_combination hdet
  · intro h
    obtain ⟨v, hne, hz⟩ := key.mpr (by linear_combination h)
    exact ⟨v, hne, hz⟩
```

Now put $z = x + iy$ with real $x$ and $y$. The real and imaginary parts of the secular equation are

$$(x-a)(x-b) - y^2 = t^2 - s^2, \qquad y\,(2x - a - b) = 0.$$

The second equation leaves two possibilities: the level is real, or it lies at the mean energy $x = (a+b)/2$. Lean writes $x$ and $y$ as `z.re` and `z.im`.

```lean
/-- The secular equation split into its real and imaginary parts. -/
theorem isLevel_iff_re_im (a b t s : ℝ) (z : ℂ) :
    IsLevel (hamiltonian a b t s) z ↔
      (z.re - a) * (z.re - b) - z.im ^ 2 = t ^ 2 - s ^ 2 ∧
        z.im * (2 * z.re - a - b) = 0 := by
  rw [isLevel_iff, Complex.ext_iff]
  simp only [pow_two, Complex.mul_re, Complex.mul_im, Complex.sub_re, Complex.sub_im,
    Complex.ofReal_re, Complex.ofReal_im]
  constructor
  · rintro ⟨h1, h2⟩
    exact ⟨by linear_combination h1, by linear_combination h2⟩
  · rintro ⟨h1, h2⟩
    exact ⟨by linear_combination h1, by linear_combination h2⟩
```

## The complex pair beyond the threshold

Suppose $(a-b)^2 + 4t^2 < 4s^2$, and write $m = (a+b)/2$. Completing the square gives

$$(x-a)(x-b) = (x-m)^2 - \tfrac14(a-b)^2.$$

If $y = 0$, the real part of the secular equation becomes

$$(x-m)^2 = \tfrac14(a-b)^2 + t^2 - s^2 < 0,$$

which is impossible. Hence $x = m$, and the same equation gives

$$y^2 = s^2 - t^2 - \tfrac14(a-b)^2 = \gamma^2 > 0.$$

So $y = \pm\gamma$. Conversely, substitution shows that both numbers $m \pm i\gamma$ satisfy the secular equation. The levels are exactly this complex conjugate pair.

The Lean proof follows the same division into cases. The fact `hw` is the formula for $\gamma^2$; `nlinarith` excludes the real case, using that $(2x-a-b)^2$ is nonnegative. A complex number is written there as a pair of real and imaginary parts in angle brackets.

```lean
/-- If `(a - b)² + 4 t² < 4 s²`, the width is positive and the levels are exactly the
complex conjugate pair with real part `(a + b)/2` and imaginary parts plus and minus the width. -/
theorem conjugate_pair {a b t s : ℝ} (h : (a - b) ^ 2 + 4 * t ^ 2 < 4 * s ^ 2) :
    0 < width a b t s ∧ ∀ z : ℂ, IsLevel (hamiltonian a b t s) z ↔
      z = ⟨(a + b) / 2, width a b t s⟩ ∨ z = ⟨(a + b) / 2, -width a b t s⟩ := by
  have hpos : 0 < width a b t s :=
    div_pos (Real.sqrt_pos.mpr (by linarith)) two_pos
  have hw : width a b t s ^ 2 = s ^ 2 - t ^ 2 - (a - b) ^ 2 / 4 := by
    unfold width
    rw [div_pow, Real.sq_sqrt (by linarith)]
    ring
  refine ⟨hpos, fun z => ?_⟩
  rw [isLevel_iff_re_im]
  constructor
  · rintro ⟨h1, h2⟩
    rcases mul_eq_zero.mp h2 with hy | hx
    · -- a real level is impossible beyond the threshold
      rw [hy] at h1
      nlinarith [sq_nonneg (2 * z.re - a - b)]
    · have hre : z.re = (a + b) / 2 := by linarith
      rw [hre] at h1
      have him : z.im ^ 2 = width a b t s ^ 2 := by linear_combination -h1 - hw
      rcases sq_eq_sq_iff_eq_or_eq_neg.mp him with h3 | h3
      · exact Or.inl (Complex.ext hre h3)
      · exact Or.inr (Complex.ext hre h3)
  · rintro (rfl | rfl)
    · constructor
      · dsimp only
        linear_combination -hw
      · dsimp only
        ring
    · constructor
      · dsimp only
        linear_combination -hw
      · dsimp only
        ring
```

## The criterion for real energies

All levels are real if and only if

$$4s^2 \le (a-b)^2 + 4t^2.$$

If the inequality fails, the previous result supplies the level $m + i\gamma$ with $\gamma > 0$, so the spectrum is not real. If it holds, suppose that some level had $y \ne 0$. Then $x = m$, and

$$y^2 = s^2 - t^2 - \tfrac14(a-b)^2 \le 0,$$

which contradicts $y^2 > 0$. Both directions are proved by contradiction in Lean as well, through `by_contra`.

The intended coupling $t$ therefore protects the spectrum. If $|s| \le |t|$, the energies are real whatever the gap.

```lean
/-- All levels are real exactly when the antisymmetric error obeys
`4 s² ≤ (a - b)² + 4 t²`. -/
theorem hasRealSpectrum_iff (a b t s : ℝ) :
    HasRealSpectrum (hamiltonian a b t s) ↔ 4 * s ^ 2 ≤ (a - b) ^ 2 + 4 * t ^ 2 := by
  constructor
  · intro h
    by_contra hn
    obtain ⟨hpos, hz⟩ := conjugate_pair (not_le.mp hn)
    exact hpos.ne' (h _ ((hz _).mpr (Or.inl rfl)))
  · intro h z hz
    obtain ⟨h1, h2⟩ := (isLevel_iff_re_im a b t s z).mp hz
    by_contra hy
    -- a nonreal level sits at the mean energy, which forces a large error
    have hx : 2 * z.re - a - b = 0 := (mul_eq_zero.mp h2).resolve_left hy
    have hy' : z.im ≠ 0 := hy
    have hsq : 0 < z.im ^ 2 := by positivity
    have hx2 : (2 * z.re - a - b) ^ 2 = 0 := by
      rw [hx]
      ring
    nlinarith [h1, hx2, hsq]
```

For a purely antisymmetric coupling, $t = 0$, the condition is $(2s)^2 \le (a-b)^2$. Taking square roots of both sides gives

$$2|s| \le |a-b|.$$

The lemma `sq_le_sq` translates between squares and absolute values.

Within this two-level model with real coefficients, a complex pair of energies in an electronic-structure calculation means that the antisymmetric part of the coupling exceeds half the gap. An eigensolver for symmetric matrices that reads only one triangle of $H$ will not reveal this, since it replaces the other triangle by the mirror image.

```lean
/-- With a purely antisymmetric coupling `s`, all levels are real exactly when
`|a - b| ≥ 2 |s|`. -/
theorem hasRealSpectrum_iff_gap (a b s : ℝ) :
    HasRealSpectrum (hamiltonian a b 0 s) ↔ 2 * |s| ≤ |a - b| := by
  have h2 : 2 * |s| = |2 * s| := by rw [abs_mul, abs_two]
  rw [hasRealSpectrum_iff, h2, ← sq_le_sq]
  constructor <;> intro h <;> nlinarith
```

## Merging at the mean energy

At equality, $(a-b)^2 + 4t^2 = 4s^2$, completing the square in the complex variable $z$ gives

$$(z-m)^2 = (z-a)(z-b) + \tfrac14(a-b)^2 = t^2 - s^2 + \tfrac14(a-b)^2 = 0.$$

The only level is $z = m$. This includes the trivial case $a=b$, $s=t=0$, where the two levels coincide from the start. In the proof, `hC` is the threshold condition carried over to the complex numbers, and `hsq` is the perfect square.

```lean
/-- At the threshold `(a - b)² + 4 t² = 4 s²` the only level is the mean energy `(a + b)/2`. -/
theorem levels_merge {a b t s : ℝ} (h : (a - b) ^ 2 + 4 * t ^ 2 = 4 * s ^ 2) (z : ℂ) :
    IsLevel (hamiltonian a b t s) z ↔ z = ((a : ℂ) + b) / 2 := by
  have hC : ((a : ℂ) - b) ^ 2 + 4 * (t : ℂ) ^ 2 = 4 * (s : ℂ) ^ 2 := by exact_mod_cast h
  rw [isLevel_iff]
  constructor
  · intro hz
    -- the secular equation is a perfect square
    have hsq : (z - ((a : ℂ) + b) / 2) ^ 2 = 0 := by linear_combination hz + hC / 4
    exact sub_eq_zero.mp ((pow_eq_zero_iff two_ne_zero).mp hsq)
  · rintro rfl
    linear_combination -hC / 4
```

## Near-degenerate levels fail first

Compare two separate pairs, with energies $a, b$ and $a', b'$, both without symmetric coupling and both subject to the same error $s$. Let the first pair have the smaller gap, $|a-b| < |a'-b'|$. If the first pair stays real, then

$$2|s| \le |a-b| < |a'-b'|,$$

so the second pair stays real too. To separate them, choose $s = |a'-b'|/2$. Then $2|s| = |a'-b'|$, which puts the wider pair exactly at its threshold, still real, while the narrower pair is already complex.

The theorem states these two facts together. Its proof rewrites every spectrum condition by the gap criterion, chains the inequalities for the first part and supplies this value of $s$ for the second.

The ordering by gap belongs to $t=0$. With symmetric coupling, the quantity to compare with $2|s|$ is $\sqrt{(a-b)^2+4t^2}$, so a near-degenerate pair with a strong symmetric coupling can outlast a wider pair with a weak one.

```lean
/-- Near-degenerate levels fail first: for purely antisymmetric coupling, every error that leaves
the pair with the smaller gap real also leaves the pair with the larger gap real, and some error
makes only the pair with the smaller gap complex. -/
theorem near_degenerate_fails_first {a b a' b' : ℝ} (h : |a - b| < |a' - b'|) :
    (∀ s : ℝ, HasRealSpectrum (hamiltonian a b 0 s) →
      HasRealSpectrum (hamiltonian a' b' 0 s)) ∧
    ∃ s : ℝ, ¬ HasRealSpectrum (hamiltonian a b 0 s) ∧
      HasRealSpectrum (hamiltonian a' b' 0 s) := by
  simp only [hasRealSpectrum_iff_gap]
  -- the error at the threshold of the wider pair separates the two
  have hs : |(|a' - b'| / 2)| = |a' - b'| / 2 := abs_of_nonneg (by positivity)
  refine ⟨fun s hs' => hs'.trans h.le, |a' - b'| / 2, ?_, ?_⟩
  · rw [hs]
    intro hle
    linarith
  · rw [hs]
    linarith

end

end AsymmetricSeparableCoupling
```

```lean
#print axioms AsymmetricSeparableCoupling.hasRealSpectrum_iff_gap
#print axioms AsymmetricSeparableCoupling.levels_merge
#print axioms AsymmetricSeparableCoupling.near_degenerate_fails_first
```

```
'AsymmetricSeparableCoupling.hasRealSpectrum_iff_gap' depends on axioms: [propext, Classical.choice, Quot.sound]
'AsymmetricSeparableCoupling.levels_merge' depends on axioms: [propext, Classical.choice, Quot.sound]
'AsymmetricSeparableCoupling.near_degenerate_fails_first' depends on axioms: [propext, Classical.choice, Quot.sound]
```

## Level spacing below the threshold

The same completed square also gives the energies while they are real, a formula that the Lean theorems above leave unstated. For $4s^2 \le (a-b)^2 + 4t^2$,

$$z = \frac{a+b}{2} \pm \frac12\sqrt{(a-b)^2 + 4t^2 - 4s^2}.$$

Symmetric coupling pushes the two levels apart, whereas the antisymmetric error draws them together. A real spectrum is thus no sign that the coupling is symmetric: below the threshold the error shows up as a reduced spacing.
